# Normalised overlap of the planar Gaussians $x^{2n}e^{-a(x^2+y^2)}$ and $y^{2n}e^{-a(x^2+y^2)}$ for $a>0$: $((2n-1)!!)^2/(4n-1)!!\le 3^{-n}$

I normalised each Cartesian Gaussian in a planar basis and treated functions on one centre as orthogonal. That works for $x$ against $y$, where parity kills the integral. It fails for $x^2$ against $y^2$: the integrand is non-negative and not identically zero, so the overlap is positive, and setting the overlap matrix to the identity replaces the generalised eigenvalue problem by a different one. For a common exponent $a>0$ and natural $n$, I believe the $x^{2n}$ and $y^{2n}$ functions have normalised overlap $((2n-1)!!)^2/(4n-1)!!$, with $(-1)!!=1$, and that this is at most $3^{-n}$. Can this be derived rigorously, boundary terms and Fubini step included, and machine-checked?

## Moments, factorisation and the bound

Both claims hold. For $b>0$ let $M_k(b)=\int_{\mathbb R}x^ke^{-bx^2}\,dx$. Since
$$\frac{d}{dx}\left[x^{k+1}e^{-bx^2}\right]=(k+1)x^ke^{-bx^2}-2b\,x^{k+2}e^{-bx^2}$$
and the bracket vanishes at $\pm\infty$, integration gives $M_{k+2}=\frac{k+1}{2b}M_k$. Iterating, $M_{2k}=\frac{(2k-1)!!}{(2b)^k}M_0$.

Let $g_{ij}=x^iy^je^{-a(x^2+y^2)}$ and $\langle f,g\rangle=\int_{\mathbb R^2}fg$. The product $g_{ij}g_{kl}=x^{i+k}e^{-2ax^2}\cdot y^{j+l}e^{-2ay^2}$ separates, so $\langle g_{ij},g_{kl}\rangle=M_{i+k}(2a)\,M_{j+l}(2a)$. Put $c=4a$ and $M=M_0(2a)=\sqrt{\pi/(2a)}>0$. For natural $m,n$,
$$\langle g_{2m,0},g_{0,2n}\rangle=\frac{(2m-1)!!\,(2n-1)!!\,M^2}{c^{m+n}},$$
$$\langle g_{2m,0},g_{2m,0}\rangle=\frac{(4m-1)!!\,M^2}{c^{2m}},\qquad\langle g_{0,2n},g_{0,2n}\rangle=\frac{(4n-1)!!\,M^2}{c^{2n}}.$$
The root of the product of the last two carries the same factor $M^2/c^{m+n}$ as the first, so the normalised overlap is
$$S_{mn}=\frac{(2m-1)!!\,(2n-1)!!}{\sqrt{(4m-1)!!\,(4n-1)!!}},\qquad S_n:=S_{nn}=\frac{((2n-1)!!)^2}{(4n-1)!!}.$$
This gives $S_0=1$, $S_1=1/3$, $S_2=9/105=3/35$. For the bound,
$$\frac{S_{k+1}}{S_k}=\frac{(2k+1)^2}{(4k+1)(4k+3)},\qquad(4k+1)(4k+3)-3(2k+1)^2=4k(k+1)\ge0.$$
Each ratio is at most $1/3$, and below $1/3$ once $k\ge1$. Hence $S_n\le3^{-n}$, with equality at $n=0,1$ and strict inequality for $n\ge2$.

```lean
import Mathlib

open MeasureTheory

namespace PlanarGaussianOverlap

noncomputable section

/-- The odd double factorial `(2n-1)!! = 1·3·5···(2n-1)`, written as a product of `n` factors. -/
def oddFact (n : ℕ) : ℕ := ∏ i ∈ Finset.range n, (2 * i + 1)

/-- The one-dimensional function `x^k exp(-b x²)`. -/
def axial (b : ℝ) (k : ℕ) (x : ℝ) : ℝ := x ^ k * Real.exp (-b * x ^ 2)

/-- The Gaussian moment `M_k(b) = ∫ x^k exp(-b x²) dx` over the real line. -/
def moment (b : ℝ) (k : ℕ) : ℝ := ∫ x, axial b k x

/-- The planar Cartesian Gaussian `x^i y^j exp(-a (x² + y²))`. -/
def cart (a : ℝ) (i j : ℕ) (p : ℝ × ℝ) : ℝ :=
  p.1 ^ i * p.2 ^ j * Real.exp (-a * (p.1 ^ 2 + p.2 ^ 2))

/-- The overlap integral `⟨f, g⟩` of two real functions over the plane. -/
def overlap (f g : ℝ × ℝ → ℝ) : ℝ := ∫ p, f p * g p

/-- The normalised overlap `⟨f, g⟩ / √(⟨f, f⟩ ⟨g, g⟩)`. -/
def normOverlap (f g : ℝ × ℝ → ℝ) : ℝ :=
  overlap f g / Real.sqrt (overlap f f * overlap g g)

/-- The product `oddFact` gives `(-1)!! = 1` and, with `n + 1` factors, the double
factorial `(2n+1)!!`. -/
theorem oddFact_eq_doubleFactorial (n : ℕ) :
    oddFact 0 = 1 ∧ oddFact (n + 1) = Nat.doubleFactorial (2 * n + 1) := by
  refine ⟨by simp [oddFact], ?_⟩
  induction n with
  | zero => simp [oddFact]
  | succ n ih =>
    have h : oddFact (n + 1 + 1) = oddFact (n + 1) * (2 * (n + 1) + 1) :=
      Finset.prod_range_succ (fun i => 2 * i + 1) (n + 1)
    rw [h, ih, show 2 * (n + 1) + 1 = 2 * n + 1 + 2 by ring, Nat.doubleFactorial_add_two]
    ring

/-- The odd double factorial `(2n-1)!!` is positive. -/
theorem oddFact_pos (n : ℕ) : 0 < oddFact n :=
  Finset.prod_pos (fun i _ => by omega)

/-- `3^n ((2n-1)!!)² ≤ (4n-1)!!` for every `n`, with strict inequality for `n ≥ 2`. -/
theorem oddFact_sq_le (n : ℕ) :
    3 ^ n * oddFact n ^ 2 ≤ oddFact (2 * n) ∧
      (2 ≤ n → 3 ^ n * oddFact n ^ 2 < oddFact (2 * n)) := by
  induction n with
  | zero => simp [oddFact]
  | succ k ih =>
    have h1 : oddFact (k + 1) = oddFact k * (2 * k + 1) :=
      Finset.prod_range_succ (fun i => 2 * i + 1) k
    have h2 : oddFact (2 * (k + 1)) = oddFact (2 * k) * ((4 * k + 1) * (4 * k + 3)) := by
      rw [show 2 * (k + 1) = 2 * k + 1 + 1 by ring]
      simp only [oddFact, Finset.prod_range_succ]
      ring
    have h3 : 3 ^ (k + 1) * oddFact (k + 1) ^ 2 ≤ oddFact (2 * k) * (3 * (2 * k + 1) ^ 2) := by
      calc 3 ^ (k + 1) * oddFact (k + 1) ^ 2
          = (3 ^ k * oddFact k ^ 2) * (3 * (2 * k + 1) ^ 2) := by rw [h1]; ring
        _ ≤ oddFact (2 * k) * (3 * (2 * k + 1) ^ 2) := Nat.mul_le_mul_right _ ih.1
    -- the step rests on (4k+1)(4k+3) - 3(2k+1)² = 4k(k+1)
    rw [h2]
    constructor
    · have h4 : 3 * (2 * k + 1) ^ 2 ≤ (4 * k + 1) * (4 * k + 3) := by nlinarith
      exact h3.trans (Nat.mul_le_mul_left _ h4)
    · intro hk
      have hk1 : 1 ≤ k := by omega
      have h4 : 3 * (2 * k + 1) ^ 2 < (4 * k + 1) * (4 * k + 3) := by nlinarith
      exact h3.trans_lt (mul_lt_mul_of_pos_left h4 (oddFact_pos _))

/-- For `b > 0` the function `x^k exp(-b x²)` is integrable over the line. -/
theorem integrable_axial {b : ℝ} (hb : 0 < b) (k : ℕ) : Integrable (axial b k) := by
  have hk : (-1 : ℝ) < (k : ℝ) := by
    have : (0 : ℝ) ≤ k := Nat.cast_nonneg k
    linarith
  have h := integrable_rpow_mul_exp_neg_mul_sq hb hk
  simp only [Real.rpow_natCast] at h
  exact h

/-- For `b > 0` the moments obey `M_(k+2) = (k+1)/(2b) · M_k`. -/
theorem moment_recurrence {b : ℝ} (hb : 0 < b) (k : ℕ) :
    moment b (k + 2) = ((k : ℝ) + 1) / (2 * b) * moment b k := by
  have hI := integrable_axial hb
  have hd : ∀ x, HasDerivAt (axial b (k + 1))
      (((k : ℝ) + 1) * axial b k x - 2 * b * axial b (k + 2) x) x := by
    intro x
    have h := (hasDerivAt_pow (k + 1) x).fun_mul (((hasDerivAt_pow 2 x).const_mul (-b)).exp)
    refine HasDerivAt.congr_deriv h ?_
    simp only [axial, Nat.add_sub_cancel, show (2 : ℕ) - 1 = 1 from rfl]
    push_cast
    ring
  have hi : Integrable
      (fun x => ((k : ℝ) + 1) * axial b k x - 2 * b * axial b (k + 2) x) :=
    ((hI k).const_mul _).sub ((hI (k + 2)).const_mul _)
  -- the integrable derivative of an integrable function integrates to zero over the line
  have h0 : ∫ x, (((k : ℝ) + 1) * axial b k x - 2 * b * axial b (k + 2) x) = 0 :=
    integral_eq_zero_of_hasDerivAt_of_integrable hd hi (hI (k + 1))
  rw [integral_sub ((hI k).const_mul _) ((hI (k + 2)).const_mul _), integral_const_mul,
    integral_const_mul] at h0
  have hb' : 2 * b ≠ 0 := by positivity
  unfold moment
  rw [div_mul_eq_mul_div, eq_div_iff hb']
  linarith

/-- For `b > 0` the even moments are `M_(2k) = (2k-1)!!/(2b)^k · M_0`. -/
theorem moment_even {b : ℝ} (hb : 0 < b) (k : ℕ) :
    moment b (2 * k) = (oddFact k : ℝ) / (2 * b) ^ k * moment b 0 := by
  induction k with
  | zero => simp [oddFact]
  | succ k ih =>
    have h1 : oddFact (k + 1) = oddFact k * (2 * k + 1) :=
      Finset.prod_range_succ (fun i => 2 * i + 1) k
    rw [show 2 * (k + 1) = 2 * k + 2 by ring, moment_recurrence hb, ih, h1]
    push_cast
    ring1

/-- For `a > 0` the product of two planar Cartesian Gaussians is integrable, and their overlap
is the product `M_(i+k)(2a) · M_(j+l)(2a)` of one-dimensional moments. -/
theorem overlap_cart {a : ℝ} (ha : 0 < a) (i j k l : ℕ) :
    Integrable (fun p => cart a i j p * cart a k l p) ∧
      overlap (cart a i j) (cart a k l) = moment (2 * a) (i + k) * moment (2 * a) (j + l) := by
  have hb : 0 < 2 * a := by positivity
  -- the integrand separates into an x factor and a y factor
  have key : (fun p => cart a i j p * cart a k l p) =
      fun p : ℝ × ℝ => axial (2 * a) (i + k) p.1 * axial (2 * a) (j + l) p.2 := by
    funext p
    simp only [cart, axial]
    have h : Real.exp (-a * (p.1 ^ 2 + p.2 ^ 2)) * Real.exp (-a * (p.1 ^ 2 + p.2 ^ 2)) =
        Real.exp (-(2 * a) * p.1 ^ 2) * Real.exp (-(2 * a) * p.2 ^ 2) := by
      rw [← Real.exp_add, ← Real.exp_add]
      congr 1
      ring
    linear_combination (p.1 ^ i * p.1 ^ k * p.2 ^ j * p.2 ^ l) * h
  constructor
  · rw [key, Measure.volume_eq_prod]
    exact (integrable_axial hb (i + k)).mul_prod (integrable_axial hb (j + l))
  · unfold overlap moment
    rw [key, Measure.volume_eq_prod]
    exact integral_prod_mul (axial (2 * a) (i + k)) (axial (2 * a) (j + l))

/-- For `a > 0` the Gaussians `x^(2m) exp(-a(x²+y²))` and `y^(2n) exp(-a(x²+y²))` have
normalised overlap `(2m-1)!! (2n-1)!! / √((4m-1)!! (4n-1)!!)`. -/
theorem normOverlap_mixed {a : ℝ} (ha : 0 < a) (m n : ℕ) :
    normOverlap (cart a (2 * m) 0) (cart a 0 (2 * n)) =
      (oddFact m : ℝ) * oddFact n / Real.sqrt ((oddFact (2 * m) : ℝ) * oddFact (2 * n)) := by
  have hb : 0 < 2 * a := by positivity
  have hM0 : 0 < moment (2 * a) 0 := by
    unfold moment axial
    simp only [pow_zero, one_mul]
    rw [integral_gaussian]
    exact Real.sqrt_pos.mpr (div_pos Real.pi_pos hb)
  have e1 : overlap (cart a (2 * m) 0) (cart a 0 (2 * n)) =
      moment (2 * a) (2 * m) * moment (2 * a) (2 * n) := by
    simpa using (overlap_cart ha (2 * m) 0 0 (2 * n)).2
  have e2 : overlap (cart a (2 * m) 0) (cart a (2 * m) 0) =
      moment (2 * a) (2 * (2 * m)) * moment (2 * a) 0 := by
    rw [(overlap_cart ha _ _ _ _).2, show 2 * m + 2 * m = 2 * (2 * m) by ring, add_zero]
  have e3 : overlap (cart a 0 (2 * n)) (cart a 0 (2 * n)) =
      moment (2 * a) 0 * moment (2 * a) (2 * (2 * n)) := by
    rw [(overlap_cart ha _ _ _ _).2, show 2 * n + 2 * n = 2 * (2 * n) by ring, add_zero]
  -- the zeroth moment M and all powers of c = 4a cancel in the ratio
  have alg : ∀ A B C D M c : ℝ, 0 < C → 0 < D → 0 < M → 0 < c →
      A / c ^ m * M * (B / c ^ n * M) /
        Real.sqrt (C / c ^ (2 * m) * M * M * (M * (D / c ^ (2 * n) * M))) =
      A * B / Real.sqrt (C * D) := by
    intro A B C D M c hC hD hM hc
    have h : C / c ^ (2 * m) * M * M * (M * (D / c ^ (2 * n) * M)) =
        (C * D) * (M ^ 2 / (c ^ m * c ^ n)) ^ 2 := by ring
    have hp : 0 ≤ M ^ 2 / (c ^ m * c ^ n) := by positivity
    have hs : 0 < Real.sqrt (C * D) := Real.sqrt_pos.mpr (mul_pos hC hD)
    rw [h, Real.sqrt_mul (mul_pos hC hD).le, Real.sqrt_sq hp]
    generalize Real.sqrt (C * D) = s at hs ⊢
    field_simp
  unfold normOverlap
  rw [e1, e2, e3, moment_even hb m, moment_even hb n, moment_even hb (2 * m),
    moment_even hb (2 * n)]
  exact alg _ _ _ _ _ _ (Nat.cast_pos.mpr (oddFact_pos _)) (Nat.cast_pos.mpr (oddFact_pos _))
    hM0 (by positivity)

/-- For `a > 0` the Gaussians `x^(2n) exp(-a(x²+y²))` and `y^(2n) exp(-a(x²+y²))` have
normalised overlap `((2n-1)!!)² / (4n-1)!!`, and this overlap is at most `3^(-n)`. -/
theorem normOverlap_eq_and_le {a : ℝ} (ha : 0 < a) (n : ℕ) :
    normOverlap (cart a (2 * n) 0) (cart a 0 (2 * n)) = (oddFact n : ℝ) ^ 2 / oddFact (2 * n) ∧
      normOverlap (cart a (2 * n) 0) (cart a 0 (2 * n)) ≤ (3 : ℝ) ^ (-(n : ℤ)) := by
  have h : normOverlap (cart a (2 * n) 0) (cart a 0 (2 * n)) =
      (oddFact n : ℝ) ^ 2 / oddFact (2 * n) := by
    rw [normOverlap_mixed ha, Real.sqrt_mul_self (Nat.cast_nonneg _), sq]
  refine ⟨h, ?_⟩
  have hD : (0 : ℝ) < oddFact (2 * n) := Nat.cast_pos.mpr (oddFact_pos _)
  have h3 : (0 : ℝ) < 3 ^ n := by positivity
  have hle : (3 : ℝ) ^ n * (oddFact n : ℝ) ^ 2 ≤ oddFact (2 * n) := by
    exact_mod_cast (oddFact_sq_le n).1
  rw [h, zpow_neg, zpow_natCast, div_le_iff₀ hD, inv_mul_eq_div, le_div_iff₀ h3]
  linarith

/-- For `a > 0` and `n ≥ 2` the normalised overlap of the `x^(2n)` and `y^(2n)` Gaussians is
strictly below `3^(-n)`. -/
theorem normOverlap_lt {a : ℝ} (ha : 0 < a) {n : ℕ} (hn : 2 ≤ n) :
    normOverlap (cart a (2 * n) 0) (cart a 0 (2 * n)) < (3 : ℝ) ^ (-(n : ℤ)) := by
  have hD : (0 : ℝ) < oddFact (2 * n) := Nat.cast_pos.mpr (oddFact_pos _)
  have h3 : (0 : ℝ) < 3 ^ n := by positivity
  have hlt : (3 : ℝ) ^ n * (oddFact n : ℝ) ^ 2 < oddFact (2 * n) := by
    exact_mod_cast (oddFact_sq_le n).2 hn
  rw [(normOverlap_eq_and_le ha n).1, zpow_neg, zpow_natCast, div_lt_iff₀ hD, inv_mul_eq_div,
    lt_div_iff₀ h3]
  linarith

end

end PlanarGaussianOverlap
```

```lean
#print axioms PlanarGaussianOverlap.oddFact_eq_doubleFactorial
#print axioms PlanarGaussianOverlap.normOverlap_lt
```

```
'PlanarGaussianOverlap.oddFact_eq_doubleFactorial' depends on axioms: [propext, Classical.choice, Quot.sound]
'PlanarGaussianOverlap.normOverlap_lt' depends on axioms: [propext, Classical.choice, Quot.sound]
```

## What the theorems state

`cart a i j` is $g_{ij}$ on `ℝ × ℝ`, with `p.1` as $x$ and `p.2` as $y$; it is unnormalised. `overlap` is the Lebesgue integral of the product, with no complex conjugate because the functions are real. `normOverlap f g` is $\langle f,g\rangle/\sqrt{\langle f,f\rangle\langle g,g\rangle}$, which is the overlap of the two functions after each is scaled to unit norm. The hypothesis `0 < a` says that the Gaussian decays, $a$ being an inverse squared length.

`oddFact n` is the product of the first $n$ odd numbers, so its argument counts factors: `oddFact n` is $(2n-1)!!$ and `oddFact (2 * n)` is $(4n-1)!!$. The empty product supplies $(-1)!!=1$ without subtracting natural numbers. `oddFact_eq_doubleFactorial` confirms the reading by identifying `oddFact (n + 1)` with `Nat.doubleFactorial (2 * n + 1)`.

`normOverlap_mixed` is the formula for $S_{mn}$. `normOverlap_eq_and_le` gives $S_n$ and $S_n\le3^{-n}$ for every $n$, including $n=0$, where both functions coincide. `normOverlap_lt` is the strict bound for $n\ge2$. The $3^{-n}$ bound concerns equal powers only.

In electronic-structure terms, $S_n$ for $n\ge1$ is an off-diagonal overlap-matrix element between two normalised primitive Cartesian Gaussians in two dimensions that share one centre and one exponent, and it does not depend on that exponent. Contractions, displaced centres and unequal exponents are not treated. In three dimensions a common factor $e^{-az^2}$ would cancel in the same way and leave $1/3$ for the $xx$ and $yy$ d-type pair, though no theorem here states it.

## How the Lean steps follow the derivation

`integrable_axial` obtains integrability of `axial b k`, the function $x^ke^{-bx^2}$, from Mathlib's statement for real powers above $-1$. `moment_recurrence` is the integration step, and `moment_even` iterates it by induction on `k`.

In `overlap_cart`, `key` is the separation of the integrand, for arbitrary powers `i j k l`; `linear_combination` multiplies the identity between exponentials by the monomial. `integral_prod_mul` then splits the planar integral. The theorem also records integrability of the product, which matters because Mathlib assigns the value zero to the integral of a non-integrable function.

In `normOverlap_mixed`, `e1`, `e2` and `e3` are the three overlaps in terms of moments, and `hM0` uses `integral_gaussian` only to show $M>0$. The statement `alg` is the cancellation: the radicand is written as $CD$ times the square of $M^2/(c^mc^n)$, where `C` and `D` stand for $(4m-1)!!$ and $(4n-1)!!$.

`oddFact_sq_le` proves the bound without fractions, as $3^n((2n-1)!!)^2\le(4n-1)!!$ in natural numbers. Here `h1` peels one factor, `h2` peels two, and `h4` is the quadratic inequality above. The strict branch combines the weak induction hypothesis with a strict `h4`. The last two theorems cast to the reals and clear denominators.

## The boundary term at infinity

The recurrence turns on `integral_eq_zero_of_hasDerivAt_of_integrable`. It takes a function $F$ on the line with derivative $F'$ at every point, with $F'$ and $F$ both integrable, and concludes $\int F'=0$. No limit has to be supplied. An integrable derivative forces $F$ to have limits at $\pm\infty$, and an integrable function with such limits has them equal to zero. Here $F$ is `axial b (k + 1)`. The three arguments are `hd`, the product and chain rules in `HasDerivAt` form, then `hi` and `hI (k + 1)`, both drawn from `integrable_axial`. The phrase "the bracket vanishes at infinity" is thus replaced by integrability of $x^je^{-bx^2}$ at $j=k,\,k+1,\,k+2$. After that, `integral_sub` and `integral_const_mul` turn `h0` into $(k+1)M_k-2bM_{k+2}=0$.
